# The density of a filled shell is invariant under every group that acts isometrically on it

## Orbitals, inner product and symmetry operations

Let $G$ be a group acting on a set $X$ of points, with $gx$ the point to which $g$ moves $x$. A shell is a finite-dimensional real inner-product space $V$ whose elements are orbitals. A linear map $\mathrm{ev}$ gives each orbital $f\in V$ its function on $X$, and in the formulas $f(x)$ is short for $\mathrm{ev}\,f\,x$. Orthonormal bases are written $b_i$ and $c_j$, with $i$ and $j$ running over the finite index types `ι` and `κ`. These finite types are what makes $V$ finite-dimensional; $X$ may be infinite.

The inner product on $V$ can be any one. For atomic orbitals it would be the overlap integral $\int f h\,d^3x$. The letter $E$ stands for a real inner-product space that plays the part of physical space once distances are needed.

```lean
import Mathlib

open scoped InnerProductSpace

namespace FilledShellDensity

noncomputable section

variable {G X V E ι κ : Type*} [Group G] [MulAction G X]
  [NormedAddCommGroup V] [InnerProductSpace ℝ V]
  [NormedAddCommGroup E] [InnerProductSpace ℝ E] [Fintype ι] [Fintype κ]
```

A symmetry operation carries an orbital along with the points, so the transformed orbital $\rho_g f$ has at $x$ the value that $f$ had at the point from which $x$ came:

$$(\rho_g f)(x)=f(g^{-1}x).$$

```lean
/-- The symmetry operations `g` act on the shell `V` by linear isometries `ρ g`, which move
orbitals by `f(x) ↦ f(g⁻¹ x)`. Here `ev f x` is the value of the orbital `f` at the point `x`. -/
def IsShellAction (ev : V →ₗ[ℝ] X → ℝ) (ρ : G → V ≃ₗᵢ[ℝ] V) : Prop :=
  ∀ g f x, ev (ρ g f) x = ev f (g⁻¹ • x)
```

Two physical conditions are contained here. The type `V ≃ₗᵢ[ℝ] V` says that each $\rho_g$ maps the shell onto itself, so that rotating an orbital never leads out of the shell, and that it preserves inner products. For the overlap integral and rotations of space, the second condition holds because rotations preserve volume. The predicate `IsShellAction` adds the displayed formula. It does not ask for $\rho_{gh}=\rho_g\rho_h$, which the proofs never use.

The argument runs through a function of two points,

$$K_b(x,y)=\sum_i b_i(x)\,b_i(y).$$

```lean
/-- The two-point kernel `∑ fᵢ(x) fᵢ(y)` of a shell with orthonormal basis `fᵢ`. -/
def shellKernel (ev : V →ₗ[ℝ] X → ℝ) (b : OrthonormalBasis ι ℝ V) (x y : X) : ℝ :=
  ∑ i, ev (b i) x * ev (b i) y
```

The density of the filled shell is

$$n_b(x)=\sum_i b_i(x)^2 .$$

```lean
/-- The density `∑ fᵢ(x)²` of a filled shell, with each orbital of the orthonormal basis `fᵢ`
counted once. -/
def shellDensity (ev : V →ₗ[ℝ] X → ℝ) (b : OrthonormalBasis ι ℝ V) (x : X) : ℝ :=
  ∑ i, ev (b i) x ^ 2
```

Each spatial orbital is counted once. With two electrons of opposite spin in every orbital, the electron density is $2n_b$. The orbitals are real, and all of them have the same occupation.

## Changing the basis

Expand an orbital in the basis, $f=\sum_i\langle b_i,f\rangle\,b_i$, and evaluate both sides at $x$. Since evaluation is linear,

$$f(x)=\sum_i\langle b_i,f\rangle\,b_i(x).$$

```lean
/-- The value of an orbital at a point is the sum of its components in an orthonormal basis
times the values of the basis orbitals there. -/
theorem value_expansion (ev : V →ₗ[ℝ] X → ℝ) (b : OrthonormalBasis ι ℝ V) (f : V) (x : X) :
    ev f x = ∑ i, ⟪b i, f⟫_ℝ * ev (b i) x := by
  have h : ev f x = ev (∑ i, ⟪b i, f⟫_ℝ • b i) x := by rw [b.sum_repr' f]
  rw [h]
  simp only [map_sum, map_smul, Finset.sum_apply, Pi.smul_apply, smul_eq_mul]
```

The first line of the proof replaces $f$ by its expansion, using `b.sum_repr'`, and the `simp only` call moves the evaluation through the sum and the coefficients.

Now let $c_j$ be a second orthonormal basis. Expand the second factor of the kernel in it, exchange the sums, and use the symmetry $\langle c_j,b_i\rangle=\langle b_i,c_j\rangle$:

$$
\begin{aligned}
K_b(x,y)&=\sum_i\sum_j b_i(x)\,\langle c_j,b_i\rangle\,c_j(y)\\
&=\sum_j\Big(\sum_i\langle b_i,c_j\rangle\,b_i(x)\Big)c_j(y)\\
&=\sum_j c_j(x)\,c_j(y)=K_c(x,y).
\end{aligned}
$$

The bracket in the second line is the expansion of $c_j(x)$ in the basis $b_i$.

```lean
/-- Any two orthonormal bases of a shell give the same two-point kernel. -/
theorem shellKernel_basis_independent (ev : V →ₗ[ℝ] X → ℝ) (b : OrthonormalBasis ι ℝ V)
    (c : OrthonormalBasis κ ℝ V) (x y : X) :
    shellKernel ev b x y = shellKernel ev c x y := by
  unfold shellKernel
  calc ∑ i, ev (b i) x * ev (b i) y
      = ∑ i, ∑ j, ev (b i) x * (⟪c j, b i⟫_ℝ * ev (c j) y) := by
        -- expand the second factor in the other basis
        refine Finset.sum_congr rfl fun i _ => ?_
        rw [value_expansion ev c (b i) y, Finset.mul_sum]
    _ = ∑ j, ∑ i, ev (b i) x * (⟪c j, b i⟫_ℝ * ev (c j) y) := Finset.sum_comm
    _ = ∑ j, ev (c j) x * ev (c j) y := by
        -- the sum over the first basis now rebuilds the orbital `c j`
        refine Finset.sum_congr rfl fun j _ => ?_
        rw [value_expansion ev b (c j) x, Finset.sum_mul]
        refine Finset.sum_congr rfl fun i _ => ?_
        rw [real_inner_comm (b i) (c j)]
        ring
```

The `calc` block has the same steps: `value_expansion` is used once in each basis, `Finset.sum_comm` exchanges the sums, and `real_inner_comm` supplies the symmetry of the inner product. No group appears in this statement.

## Moving both points together

Because $\rho_g$ is an isometry of $V$ onto itself, the orbitals $\rho_g b_i$ are again an orthonormal basis. The kernel may be computed with them, and the transformation formula then undoes the motion of the points:

$$
K_b(gx,gy)=\sum_i(\rho_g b_i)(gx)\,(\rho_g b_i)(gy)
=\sum_i b_i(g^{-1}gx)\,b_i(g^{-1}gy)=K_b(x,y).
$$

```lean
/-- If the symmetry group acts isometrically on the shell, the two-point kernel is unchanged
when both points are moved by the same symmetry operation. -/
theorem shellKernel_invariant (ev : V →ₗ[ℝ] X → ℝ) (ρ : G → V ≃ₗᵢ[ℝ] V)
    (h : IsShellAction ev ρ) (b : OrthonormalBasis ι ℝ V) (g : G) (x y : X) :
    shellKernel ev b (g • x) (g • y) = shellKernel ev b x y := by
  have h' : ∀ f z, ev (ρ g f) z = ev f (g⁻¹ • z) := h g
  -- the transformed orbitals are again an orthonormal basis
  rw [shellKernel_basis_independent ev b (b.map (ρ g)) (g • x) (g • y)]
  simp only [shellKernel, OrthonormalBasis.map_apply, h', inv_smul_smul]
```

In the code the transformed basis is `b.map (ρ g)`. The `rw` step passes to it by basis independence, and `inv_smul_smul` is the cancellation $g^{-1}gx=x$.

Setting $y=x$ turns the kernel into the density, $n_b(x)=K_b(x,x)$.

```lean
/-- The density of a filled shell is the diagonal of its two-point kernel. -/
theorem shellDensity_eq_kernel (ev : V →ₗ[ℝ] X → ℝ) (b : OrthonormalBasis ι ℝ V) (x : X) :
    shellDensity ev b x = shellKernel ev b x x := by
  simp only [shellDensity, shellKernel, sq]
```

Both properties of the kernel therefore pass to the density:

$$n_b(x)=n_c(x),\qquad n_b(gx)=n_b(x).$$

```lean
/-- If a group acts isometrically on a shell by `f(x) ↦ f(g⁻¹ x)`, the density of the filled
shell is the same for every orthonormal basis and is invariant under the group. -/
theorem filled_shell_density (ev : V →ₗ[ℝ] X → ℝ) (ρ : G → V ≃ₗᵢ[ℝ] V)
    (h : IsShellAction ev ρ) (b : OrthonormalBasis ι ℝ V) :
    (∀ (c : OrthonormalBasis κ ℝ V) (x : X), shellDensity ev b x = shellDensity ev c x) ∧
      ∀ (g : G) (x : X), shellDensity ev b (g • x) = shellDensity ev b x := by
  constructor
  · intro c x
    rw [shellDensity_eq_kernel, shellDensity_eq_kernel]
    exact shellKernel_basis_independent ev b c x x
  · intro g x
    rw [shellDensity_eq_kernel, shellDensity_eq_kernel]
    exact shellKernel_invariant ev ρ h b g x x
```

In words: given an isometric action on the shell and an orthonormal basis $b$, every other orthonormal basis $c$ gives the same density at every point, and no symmetry operation changes that density. The two halves of the proof quote the two kernel theorems at equal arguments. For a shell of dimension zero the density is zero and the statement holds trivially.

Preserving the inner product is a real condition: it is not enough that each $\rho_g$ is linear and invertible and obeys the transformation formula. Take two points, $X=\{1,2\}$, let $G$ have two elements, one of which swaps the points, and let $V$ be all real functions on $X$ with

$$\langle f,h\rangle=f(1)h(1)+4f(2)h(2).$$

The swap maps $V$ onto itself, but it changes lengths. An orthonormal basis consists of the function with values $(1,0)$ and the function with values $(0,\tfrac12)$. The density is $1$ at the first point and $\tfrac14$ at the second, so the swap changes it.

## From invariance to spherical symmetry

Now let the points be the vectors of $E$, and let $G$ be the group of all linear isometries of $E$ onto itself, that is, the rotations and reflections about the origin. An element $R$ acts by $x\mapsto Rx$.

```lean
/-- The rotations and reflections about the origin act on the points of space. -/
instance orthogonalAction : MulAction (E ≃ₗᵢ[ℝ] E) E where
  smul R x := R x
  one_smul _ := rfl
  mul_smul _ _ _ := rfl
```

A density invariant under this group depends only on the distance from the origin, provided that any two points with $\|x\|=\|y\|$ are connected by some $R$. A mirror does this. For $x\neq y$ put $u=x-y$ and reflect in the hyperplane perpendicular to $u$:

$$Rx=x-\frac{2\langle u,x\rangle}{\|u\|^2}\,u .$$

Equal norms give $\|u\|^2=2\|x\|^2-2\langle x,y\rangle=2\langle u,x\rangle$, so $Rx=x-u=y$. For $x=y$ the identity will do. Hence $n_b(y)=n_b(Rx)=n_b(x)$.

```lean
/-- If all rotations and reflections about the origin act isometrically on a shell, the density
of the filled shell takes equal values at equal distances from the origin. -/
theorem filled_shell_spherical (ev : V →ₗ[ℝ] E → ℝ) (ρ : (E ≃ₗᵢ[ℝ] E) → V ≃ₗᵢ[ℝ] V)
    (h : IsShellAction ev ρ) (b : OrthonormalBasis ι ℝ V) {x y : E} (hxy : ‖x‖ = ‖y‖) :
    shellDensity ev b x = shellDensity ev b y := by
  -- the mirror plane halfway between the two points exchanges them
  let R : E ≃ₗᵢ[ℝ] E := (Submodule.span ℝ {x - y})ᗮ.reflection
  have hR : R • x = y := Submodule.reflection_sub hxy
  rw [← hR]
  exact ((filled_shell_density (κ := ι) ev ρ h b).2 R x).symm
```

The mirror is the `reflection` in the orthogonal complement of the line spanned by `x - y`, and `Submodule.reflection_sub` is the computation above. The last line applies the second half of `filled_shell_density` to this $R$.

In an independent-particle description of an atom, a fully and equally occupied subshell that meets these conditions therefore contributes a spherical density, whichever real orthonormal orbitals a calculation returns for it. For the real spherical harmonics $Y_{lm}$ with fixed $l$ this is known as Unsöld's theorem, which also gives the value $(2l+1)/4\pi$ of the sum of their squares over $m$. The general theorem here supplies constancy on each sphere and no value, and the only shell constructed in the Lean code is the p shell.

## The Gaussian p shell

A p orbital is fixed by the vector along which it points. With exponent $\alpha$, the vector $a$ labels the function

$$p_a(x)=\langle a,x\rangle\,e^{-\alpha\|x\|^2}.$$

This is linear in $a$, so the shell $V$ can be taken to be $E$ itself, with the inner product of the label vectors.

```lean
/-- The Gaussian p shell with exponent `α`: the vector `a` labels the orbital
`⟨a, x⟩ exp(-α ‖x‖²)`. -/
def pShell (α : ℝ) : E →ₗ[ℝ] E → ℝ where
  toFun a x := ⟪a, x⟫_ℝ * Real.exp (-α * ‖x‖ ^ 2)
  map_add' a c := by
    funext x
    simp only [Pi.add_apply, inner_add_left, add_mul]
  map_smul' r a := by
    funext x
    simp only [Pi.smul_apply, real_inner_smul_left, smul_eq_mul, RingHom.id_apply, mul_assoc]
```

The parameter `α` may be any real number; an orbital that can be normalised needs $\alpha>0$. In three dimensions the overlap integral is then a constant multiple of the label inner product,

$$\int p_a\,p_c\,d^3x=\frac{\langle a,c\rangle}{N^2},\qquad N^2=4\alpha\left(\frac{2\alpha}{\pi}\right)^{3/2}.$$

Unit label vectors thus give orbitals that are mutually orthogonal when the labels are, but that still lack the factor $N$.

Rotating the orbital amounts to rotating its label. Since $R$ preserves inner products and norms,

$$p_{Ra}(x)=\langle Ra,RR^{-1}x\rangle\,e^{-\alpha\|x\|^2}
=\langle a,R^{-1}x\rangle\,e^{-\alpha\|R^{-1}x\|^2}=p_a(R^{-1}x).$$

```lean
/-- Rotations and reflections act isometrically on the Gaussian p shell, by turning the vector
that labels the orbital. -/
theorem isShellAction_witness (α : ℝ) :
    IsShellAction (pShell α : E →ₗ[ℝ] E → ℝ) (fun R : E ≃ₗᵢ[ℝ] E => R) := by
  intro R a x
  change ⟪R a, x⟫_ℝ * Real.exp (-α * ‖x‖ ^ 2)
    = ⟪a, R.symm x⟫_ℝ * Real.exp (-α * ‖R.symm x‖ ^ 2)
  rw [R.symm.norm_map, ← R.inner_map_map a (R.symm x), R.apply_symm_apply]
```

Here $\rho_R$ is $R$ itself, written `fun R : E ≃ₗᵢ[ℝ] E => R`. The `change` step writes out both sides, and the rewriting uses the preservation of norms and inner products. The p shell thus satisfies the hypothesis of the spherical theorem.

Its density can also be computed directly. For an orthonormal basis $b_i$ of $E$, the sum of the squared components of $x$ is its squared length, so

$$\sum_i p_{b_i}(x)^2=\Big(\sum_i\langle b_i,x\rangle^2\Big)e^{-2\alpha\|x\|^2}
=\|x\|^2\,e^{-2\alpha\|x\|^2}.$$

```lean
/-- For orthonormal label vectors, the squares of the Gaussian p orbitals (taken without a
normalisation factor) add up to `‖x‖² exp(-α ‖x‖²)²`. -/
theorem pShell_density (α : ℝ) (b : OrthonormalBasis ι ℝ E) (x : E) :
    shellDensity (pShell α) b x = ‖x‖ ^ 2 * Real.exp (-α * ‖x‖ ^ 2) ^ 2 := by
  have h := b.sum_inner_mul_inner x x
  calc shellDensity (pShell α) b x
      = (∑ i, ⟪x, b i⟫_ℝ * ⟪b i, x⟫_ℝ) * Real.exp (-α * ‖x‖ ^ 2) ^ 2 := by
        rw [Finset.sum_mul]
        refine Finset.sum_congr rfl fun i _ => ?_
        change (⟪b i, x⟫_ℝ * Real.exp (-α * ‖x‖ ^ 2)) ^ 2 = _
        rw [real_inner_comm (b i) x]
        ring
    _ = ‖x‖ ^ 2 * Real.exp (-α * ‖x‖ ^ 2) ^ 2 := by
        rw [h, real_inner_self_eq_norm_sq]
```

The proof takes the common exponential factor out of the sum and applies `b.sum_inner_mul_inner`. The formula holds in every finite dimension of $E$. For normalised orbitals in three dimensions the density is $N^2\|x\|^2e^{-2\alpha\|x\|^2}$, which integrates to $3$, one for each orbital.

A single p orbital behaves differently. Let $a\neq0$, and let $c$ be perpendicular to $a$ and of the same length. Then

$$p_a(c)=0,\qquad p_a(a)=\|a\|^2e^{-\alpha\|a\|^2}>0,$$

so $p_a^2$ takes different values at two points equally far from the origin.

```lean
/-- A single p orbital along a nonzero vector `a` does not have a spherical density, provided
space contains a vector `c` of the same length perpendicular to `a`. -/
theorem single_p_orbital_not_spherical (α : ℝ) {a c : E} (ha : a ≠ 0) (hac : ‖a‖ = ‖c‖)
    (horth : ⟪a, c⟫_ℝ = 0) :
    ¬ ∀ x y : E, ‖x‖ = ‖y‖ → pShell α a x ^ 2 = pShell α a y ^ 2 := by
  intro h
  have heq := h a c hac
  -- the orbital vanishes at `c` but not at `a`
  have h0 : pShell α a c = 0 := by
    change ⟪a, c⟫_ℝ * Real.exp (-α * ‖c‖ ^ 2) = 0
    rw [horth, zero_mul]
  have h1 : 0 < pShell α a a := by
    change 0 < ⟪a, a⟫_ℝ * Real.exp (-α * ‖a‖ ^ 2)
    rw [real_inner_self_eq_norm_sq]
    have hn : 0 < ‖a‖ := norm_pos_iff.mpr ha
    positivity
  have h2 := pow_pos h1 2
  rw [heq, h0] at h2
  norm_num at h2

end

end FilledShellDensity
```

The proof assumes that the squared orbital is spherical, compares the points `a` and `c`, and arrives at $0<0$. A suitable $c$ exists in every dimension from two upwards. On a line there is none: a single p orbital is then the whole shell, and its density is symmetric.

```lean
#print axioms FilledShellDensity.filled_shell_density
#print axioms FilledShellDensity.filled_shell_spherical
#print axioms FilledShellDensity.pShell_density
#print axioms FilledShellDensity.single_p_orbital_not_spherical
```

```
'FilledShellDensity.filled_shell_density' depends on axioms: [propext, Classical.choice, Quot.sound]
'FilledShellDensity.filled_shell_spherical' depends on axioms: [propext, Classical.choice, Quot.sound]
'FilledShellDensity.pShell_density' depends on axioms: [propext, Classical.choice, Quot.sound]
'FilledShellDensity.single_p_orbital_not_spherical' depends on axioms: [propext, Classical.choice, Quot.sound]
```

## Shells as subspaces of functions

The shell could also have been modelled as a linear subspace of the real functions on $X$, equipped with an inner product. Evaluation would then be part of the definition, and the operators $\rho_g$ would be determined by the transformation formula. The hypothesis would shorten to the requirement that moving a function by $g$ keeps it in the subspace and preserves inner products.

The argument would stay the same, but the p shell would be introduced as a set of functions, with either the overlap integral or an inner product carried over from the label vectors. With a separate map `ev`, the label vectors themselves serve as orbitals. The present version is also slightly more general, since it allows two different elements of $V$ to have the same function on $X$.
